# The diagonal of a tridiagonal inverse from forward and backward pivots

Eliminate a tridiagonal matrix from its first row downwards, take the reciprocals of the pivots as the diagonal of the inverse, and the result is in general wrong everywhere except in the last entry. For the matrix with rows $(2,-1)$ and $(-1,2)$ the pivots are $2$ and $3/2$, with reciprocals $1/2$ and $2/3$, whereas both diagonal entries of the inverse are $2/3$. The first pivot knows nothing of the site to its right. Computing the whole inverse repairs this, but for $N+1$ sites it produces $(N+1)^2$ numbers when $N+1$ are wanted. A second elimination, from the other end, supplies what is missing.

## Two eliminations that meet at one site

Let $A$ be the matrix of an open chain with sites $0,\dots,N$ over a field. It has on-site terms $a_i$ on the diagonal, upper couplings $b_i$ in entry $(i,i+1)$ and lower couplings $c_i$ in entry $(i+1,i)$. The forward pivots $p_i$ and backward pivots $q_i$ are

$$p_0=a_0,\quad p_{k+1}=a_{k+1}-\frac{b_kc_k}{p_k},\qquad q_N=a_N,\quad q_i=a_i-\frac{b_ic_i}{q_{i+1}}\ \ (i<N).$$

Suppose that $p_j\neq0$ for $j<N$ and $q_j\neq0$ for $j\le N$, and write $d_i=p_i+q_i-a_i$. Then $A$ is invertible, every $d_i$ is nonzero, and $(A^{-1})_{ii}=1/d_i$.

**Rows.** Give a vector $u$ the extra component $u_{N+1}=0$, so that a coupling $b_N$, which is not part of $A$, may be given any value. Then
$$(Au)_0=a_0u_0+b_0u_1,\qquad (Au)_{k+1}=c_ku_k+a_{k+1}u_{k+1}+b_{k+1}u_{k+2}.$$

**From the left.** If $(Au)_j=0$ for all $j<k$, then $(Au)_k=p_ku_k+b_ku_{k+1}$. For $k=0$ this is the first row. If it holds for $k$ and row $k$ vanishes too, then $u_k=-b_ku_{k+1}/p_k$, and row $k+1$ becomes
$$(Au)_{k+1}=\Big(a_{k+1}-\frac{b_kc_k}{p_k}\Big)u_{k+1}+b_{k+1}u_{k+2}=p_{k+1}u_{k+1}+b_{k+1}u_{k+2}.$$

**From the right.** If $(Au)_j=0$ for all $j>k$, then $a_ku_k+b_ku_{k+1}=q_ku_k$. For $k=N$ this holds because $u_{N+1}=0$. If it holds for $k+1$, the vanishing row $k+1$ reads $c_ku_k+q_{k+1}u_{k+1}=0$, so $u_{k+1}=-c_ku_k/q_{k+1}$ and
$$a_ku_k+b_ku_{k+1}=\Big(a_k-\frac{b_kc_k}{q_{k+1}}\Big)u_k=q_ku_k.$$

**At the source.** If every row except row $i$ vanishes, both statements apply at $i$. The second gives $b_iu_{i+1}=(q_i-a_i)u_i$, and the first then gives
$$(Au)_i=p_iu_i+(q_i-a_i)u_i=d_iu_i.$$

**No $d_i$ vanishes.** First, $d_0=q_0\neq0$. For $i<N$ the recursions give $p_i(p_{i+1}-a_{i+1})=-b_ic_i$ and $q_{i+1}(q_i-a_i)=-b_ic_i$. Hence
$$p_id_{i+1}=p_iq_{i+1}-b_ic_i=q_{i+1}d_i,$$
and $d_{i+1}\neq0$ follows from $d_i\neq0$. In particular $p_N=d_N\neq0$, which is why the last forward pivot needs no assumption.

**The inverse.** If $Au=0$, then $d_iu_i=0$ for every $i$, so $u=0$ and the square matrix $A$ is invertible. Column $i$ of $G=A^{-1}$ satisfies $(Au)_i=1$ with all other rows zero, so $1=d_iG_{ii}$.

**Neighbours.** For $i<N$, in column $i+1$ of $G$ the rows up to $i$ vanish, and elimination from the left gives $0=p_iG_{i,i+1}+b_iG_{i+1,i+1}$. In column $i$ the rows beyond $i$ vanish, and elimination from the right gives $0=c_iG_{ii}+q_{i+1}G_{i+1,i}$. Therefore
$$G_{i,i+1}=-\frac{b_i}{p_i}G_{i+1,i+1},\qquad G_{i+1,i}=-\frac{c_i}{q_{i+1}}G_{ii}.$$

For a finite, non-interacting tight-binding chain with Hamiltonian $H$, nearest-neighbour hopping and one orbital per site, the orbitals being orthonormal, $A=z-H$ makes $G$ the Green function at energy $z$. For Hermitian $H$ and $z=E+\mathrm{i}\eta$ with $\eta>0$, $-\operatorname{Im}G_{ii}/\pi$ is the local density of states on site $i$ at energy $E$, broadened by $\eta$. Elimination from either end meets its first zero pivot at the first site for which $z$ is an eigenvalue of the part of the chain from that end up to and including the site. For Hermitian $H$ these eigenvalues are real, so with $\eta>0$ every pivot is nonzero.

## The chain and its pivots in Lean

The field `K` is arbitrary, so real and complex matrices are both covered, and no symmetry between `b` and `c` is assumed.

```lean
import Mathlib

open Matrix

namespace SelectedInversion

variable {K : Type*} [Field K] (a b c : ℕ → K)
```

The coefficients are sequences on all natural numbers, but the matrix uses only those that fit on the chain. Its index type `Fin (N + 1)` has $N+1$ elements, so the smallest case, `N = 0`, is a single site.

```lean
/-- The matrix of an open chain with sites `0, …, N`: on-site terms `a i`, upper couplings `b i`
in entry `(i, i+1)` and lower couplings `c i` in entry `(i+1, i)`. -/
def tridiagonal (N : ℕ) : Matrix (Fin (N + 1)) (Fin (N + 1)) K :=
  Matrix.of fun i j =>
    (if (j : ℕ) = i then a i else 0) + (if (j : ℕ) = i + 1 then b i else 0) +
      (if (j : ℕ) + 1 = i then c j else 0)
```

The forward pivot is defined by recursion on the site. Lean assigns division by zero the value zero, so the pivots always exist as terms, and the hypotheses of the theorems make the divisions genuine.

```lean
/-- Pivots of elimination from the left end of the chain; meaningful as long as the
earlier pivots are nonzero. -/
def forwardPivot : ℕ → K
  | 0 => a 0
  | k + 1 => a (k + 1) - b k * c k / forwardPivot k
```

The backward pivot recurses towards the right end, and the distance `N - i` shows that it terminates.

```lean
/-- Pivots of elimination from the right end `N` of the chain, for sites `i ≤ N`; meaningful as
long as the pivots further right are nonzero. -/
def backwardPivot (N i : ℕ) : K :=
  if _h : i < N then a i - b i * c i / backwardPivot N (i + 1) else a i
termination_by N - i
```

Row $k$ of $Au$ is written as a function of an infinite sequence `u`, so the formula needs no separate case for the last site.

```lean
/-- The three-term expression that couples the amplitude on a site to its neighbours; on site `0`,
which has no left neighbour, only two terms remain. -/
def chainAction (u : ℕ → K) : ℕ → K
  | 0 => a 0 * u 0 + b 0 * u 1
  | k + 1 => c k * u k + a (k + 1) * u (k + 1) + b (k + 1) * u (k + 2)
```

Two lemmas restate the backward recursion as the equations for $q_N$ and $q_i$.

```lean
/-- The backward pivot of the last site is its on-site term. -/
theorem backwardPivot_last (N : ℕ) : backwardPivot a b c N N = a N := by
  rw [backwardPivot, dif_neg (lt_irrefl N)]

/-- The backward pivot of a site follows from that of its right neighbour. -/
theorem backwardPivot_step {N i : ℕ} (h : i < N) :
    backwardPivot a b c N i = a i - b i * c i / backwardPivot a b c N (i + 1) := by
  conv_lhs => rw [backwardPivot, dif_pos h]
```

## Matrix rows and the two eliminations

The next lemma identifies the matrix–vector product `*ᵥ` with the three-term expression. Each of the three conditional terms in the matrix picks at most one summand out of the row sum. At the last site the upper coupling would reach beyond the chain, and `hu`, which says $u_{N+1}=0$, removes that term.

```lean
/-- The chain matrix acts on amplitudes that vanish just beyond the last site by the
three-term expression. -/
theorem tridiagonal_mulVec {N : ℕ} {u : ℕ → K} (hu : u (N + 1) = 0) (i : Fin (N + 1)) :
    (tridiagonal a b c N *ᵥ fun j => u j) i = chainAction a b c u i := by
  obtain ⟨i, hi⟩ := i
  have h := Fin.sum_univ_eq_sum_range (fun j => ((if j = i then a i else 0) +
    (if j = i + 1 then b i else 0) + (if j + 1 = i then c j else 0)) * u j) (N + 1)
  refine Eq.trans h ?_
  have hb : (if i + 1 ∈ Finset.range (N + 1) then b i * u (i + 1) else 0)
      = b i * u (i + 1) := by
    split_ifs with h1
    · rfl
    · rw [Finset.mem_range] at h1
      have e : i + 1 = N + 1 := by omega
      rw [e, hu, mul_zero]
  simp only [add_mul, ite_mul, zero_mul, Finset.sum_add_distrib, Finset.sum_ite_eq']
  rw [if_pos (Finset.mem_range.2 hi), hb]
  cases i with
  | zero => simp [chainAction]
  | succ k =>
    have hk : k ∈ Finset.range (N + 1) := Finset.mem_range.2 (by omega)
    simp only [Nat.add_right_cancel_iff, Finset.sum_ite_eq', hk, if_true, chainAction]
    ring
```

Forward elimination is the induction given above. The equation `hk` solves the vanishing row for $u_k$, and `ring` confirms that substitution produces the next pivot.

```lean
/-- Forward elimination: if left of site `k` the forward pivots are nonzero and all rows vanish, row
`k` involves only the amplitudes on `k` and `k + 1`, with the forward pivot on the diagonal. -/
theorem forward_elimination (u : ℕ → K) (k : ℕ) (hp : ∀ j < k, forwardPivot a b c j ≠ 0)
    (h : ∀ j < k, chainAction a b c u j = 0) :
    chainAction a b c u k = forwardPivot a b c k * u k + b k * u (k + 1) := by
  induction k with
  | zero => rfl
  | succ k ih =>
    have e := ih (fun j hj => hp j (by omega)) (fun j hj => h j (by omega))
    rw [h k (by omega)] at e
    -- the amplitude on site k is eliminated
    have hk : u k = -(b k * u (k + 1)) / forwardPivot a b c k := by
      rw [eq_div_iff (hp k (by omega))]
      linear_combination -e
    simp only [chainAction, forwardPivot]
    rw [hk]
    ring
```

Backward elimination runs by induction on the distance `m` from site `k` to the end. Here `e` is the statement at $k+1$, `r` is the vanishing row, and their difference gives $u_{k+1}$.

```lean
/-- Backward elimination: if the amplitude just beyond the last site is zero, and right of site `k`
the backward pivots are nonzero and all rows vanish, the coupling to the right turns the on-site
term into the backward pivot. -/
theorem backward_elimination {N : ℕ} {u : ℕ → K} (hu : u (N + 1) = 0) (k : ℕ) (hk : k ≤ N)
    (hq : ∀ j, k < j → j ≤ N → backwardPivot a b c N j ≠ 0)
    (h : ∀ j, k < j → j ≤ N → chainAction a b c u j = 0) :
    a k * u k + b k * u (k + 1) = backwardPivot a b c N k * u k := by
  obtain ⟨m, hm⟩ := Nat.exists_eq_add_of_le hk
  induction m generalizing k with
  | zero =>
    have e : k = N := by omega
    rw [e, backwardPivot_last, hu, mul_zero, add_zero]
  | succ m ih =>
    have e := ih (k + 1) (by omega) (fun j hj => hq j (by omega))
      (fun j hj => h j (by omega)) (by omega)
    have r := h (k + 1) (by omega) (by omega)
    simp only [chainAction] at r
    -- the amplitude on site k + 1 is eliminated
    have hk1 : u (k + 1) = -(c k * u k) / backwardPivot a b c N (k + 1) := by
      rw [eq_div_iff (hq (k + 1) (by omega) (by omega))]
      linear_combination r - e
    rw [backwardPivot_step a b c (by omega : k < N), hk1]
    ring
```

## Nonzero denominators and the equation at the source

In the following proof `h1` and `h2` are the two recursions with denominators cleared. If $d_{i+1}$ were zero, the final `linear_combination` would give $q_{i+1}d_i=0$, contradicting the induction hypothesis and $q_{i+1}\neq0$.

```lean
/-- If the forward pivots before the last site and all backward pivots are nonzero, the combination
`p i + q i - a i` is nonzero on every site of the chain. -/
theorem pivot_sum_ne_zero {N : ℕ} (hp : ∀ j < N, forwardPivot a b c j ≠ 0)
    (hq : ∀ j ≤ N, backwardPivot a b c N j ≠ 0) (i : ℕ) (hi : i ≤ N) :
    forwardPivot a b c i + backwardPivot a b c N i - a i ≠ 0 := by
  induction i with
  | zero =>
    have e : forwardPivot a b c 0 + backwardPivot a b c N 0 - a 0 = backwardPivot a b c N 0 := by
      simp only [forwardPivot]
      ring
    rw [e]
    exact hq 0 hi
  | succ i ih =>
    have p0 := hp i (by omega)
    have q0 := hq (i + 1) hi
    have h1 : forwardPivot a b c (i + 1) * forwardPivot a b c i
        = a (i + 1) * forwardPivot a b c i - b i * c i := by
      rw [forwardPivot]
      field_simp
    have h2 : backwardPivot a b c N i * backwardPivot a b c N (i + 1)
        = a i * backwardPivot a b c N (i + 1) - b i * c i := by
      rw [backwardPivot_step a b c (by omega : i < N)]
      field_simp
    intro h0
    apply mul_ne_zero q0 (ih (by omega))
    linear_combination forwardPivot a b c i * h0 - h1 + h2
```

A vector on the finite chain is then extended to a sequence with $u_{N+1}=0$.

```lean
/-- Amplitudes on the finite chain extend to all sites with value zero just beyond the end. -/
theorem exists_amplitude {N : ℕ} (x : Fin (N + 1) → K) :
    ∃ u : ℕ → K, u (N + 1) = 0 ∧ x = fun j : Fin (N + 1) => u j :=
  ⟨fun j => if h : j < N + 1 then x ⟨j, h⟩ else 0, dif_neg (lt_irrefl (N + 1)),
    by
      funext j
      show x j = if h : (j : ℕ) < N + 1 then x ⟨j, h⟩ else 0
      rw [dif_pos j.isLt]⟩
```

With that extension both eliminations apply at site `i`, and adding `hf` and `hb` gives $(Au)_i=d_iu_i$.

```lean
/-- With nonzero pivots and a source on site `i` alone, the response on that site obeys a scalar
equation with coefficient `p i + q i - a i`. -/
theorem site_equation {N : ℕ} (hp : ∀ j < N, forwardPivot a b c j ≠ 0)
    (hq : ∀ j ≤ N, backwardPivot a b c N j ≠ 0) (x : Fin (N + 1) → K) (i : Fin (N + 1))
    (h : ∀ j, j ≠ i → (tridiagonal a b c N *ᵥ x) j = 0) :
    (tridiagonal a b c N *ᵥ x) i
      = (forwardPivot a b c i + backwardPivot a b c N i - a i) * x i := by
  obtain ⟨u, hu, rfl⟩ := exists_amplitude x
  have hi := i.isLt
  have row : ∀ j, j < N + 1 → j ≠ (i : ℕ) → chainAction a b c u j = 0 := fun j hj hne =>
    (tridiagonal_mulVec a b c hu ⟨j, hj⟩).symm.trans (h _ fun e => hne (congrArg Fin.val e))
  have hf := forward_elimination a b c u i (fun j hj => hp j (by omega))
    (fun j hj => row j (by omega) (by omega))
  have hb := backward_elimination a b c hu i (by omega) (fun j _ hj => hq j hj)
    (fun j hj hj' => row j (by omega) (by omega))
  rw [tridiagonal_mulVec a b c hu i]
  linear_combination hf + hb
```

## The inverse on the diagonal and beside it

The main theorem takes exactly the two pivot conditions `hp` and `hq`. `IsUnit` says that the matrix has a two-sided inverse; the second part gives, for every site, the nonzero denominator and the value of the diagonal entry.

The proof first excludes a zero determinant, since that would provide a nonzero kernel vector, which the site equation forces to vanish. It then applies the same equation to column `i` of the inverse, where `col` expresses $AA^{-1}=1$.

```lean
/-- Selected inversion: with nonzero pivots the chain matrix is invertible, and the diagonal of
its inverse is `1 / (p i + q i - a i)` with nonzero denominator. -/
theorem selected_inversion {N : ℕ} (hp : ∀ j < N, forwardPivot a b c j ≠ 0)
    (hq : ∀ j ≤ N, backwardPivot a b c N j ≠ 0) :
    IsUnit (tridiagonal a b c N) ∧ ∀ i : Fin (N + 1),
      forwardPivot a b c i + backwardPivot a b c N i - a i ≠ 0 ∧
      (tridiagonal a b c N)⁻¹ i i
        = 1 / (forwardPivot a b c i + backwardPivot a b c N i - a i) := by
  have hd := fun i : Fin (N + 1) =>
    pivot_sum_ne_zero a b c hp hq i (Nat.lt_succ_iff.1 i.isLt)
  -- a vector in the kernel vanishes site by site
  have hdet : (tridiagonal a b c N).det ≠ 0 := by
    intro h0
    obtain ⟨v, hv, hAv⟩ := Matrix.exists_mulVec_eq_zero_iff.2 h0
    apply hv
    funext i
    have e := site_equation a b c hp hq v i (fun j _ => by rw [hAv, Pi.zero_apply])
    rw [hAv, Pi.zero_apply] at e
    exact (mul_eq_zero.1 e.symm).resolve_left (hd i)
  have hu := isUnit_iff_ne_zero.2 hdet
  refine ⟨(Matrix.isUnit_iff_isUnit_det _).2 hu, fun i => ⟨hd i, ?_⟩⟩
  -- column i of the inverse is the response to a unit source on site i
  have col : ∀ k, (tridiagonal a b c N *ᵥ fun j => (tridiagonal a b c N)⁻¹ j i) k
      = (1 : Matrix (Fin (N + 1)) (Fin (N + 1)) K) k i := fun k =>
    congrFun (congrFun (Matrix.mul_nonsing_inv _ hu) k) i
  have e := site_equation a b c hp hq _ i
    (fun j hj => (col j).trans (Matrix.one_apply_ne hj))
  rw [col i, Matrix.one_apply_eq] at e
  rw [eq_div_iff (hd i)]
  linear_combination -e
```

The last theorem gives the entries next to the diagonal, with `k` standing for site $i+1$. Its two halves use columns `k` and `i` of the inverse, as in the derivation. Together with the diagonal they supply every entry of $A^{-1}$ on the tridiagonal pattern, which is the task of selected inversion for this scalar chain.

```lean
/-- With nonzero pivots, each nearest-neighbour entry of the inverse follows from a diagonal entry
by one coupling and one pivot. -/
theorem neighbour_entries {N : ℕ} (hp : ∀ j < N, forwardPivot a b c j ≠ 0)
    (hq : ∀ j ≤ N, backwardPivot a b c N j ≠ 0) (i k : Fin (N + 1)) (hik : (k : ℕ) = i + 1) :
    (tridiagonal a b c N)⁻¹ i k
        = -(b i / forwardPivot a b c i) * (tridiagonal a b c N)⁻¹ k k ∧
      (tridiagonal a b c N)⁻¹ k i
        = -(c i / backwardPivot a b c N k) * (tridiagonal a b c N)⁻¹ i i := by
  have hu := (Matrix.isUnit_iff_isUnit_det _).1 (selected_inversion a b c hp hq).1
  have hk := k.isLt
  -- each column of the inverse, as amplitudes with vanishing rows away from the source
  have col : ∀ s : Fin (N + 1), ∃ u : ℕ → K, u (N + 1) = 0 ∧
      (∀ j : Fin (N + 1), (tridiagonal a b c N)⁻¹ j s = u j) ∧
      ∀ j, j < N + 1 → j ≠ (s : ℕ) → chainAction a b c u j = 0 := by
    intro s
    obtain ⟨u, h0, hx⟩ := exists_amplitude (fun j => (tridiagonal a b c N)⁻¹ j s)
    refine ⟨u, h0, fun j => congrFun hx j, fun j hj hne => ?_⟩
    have e : (tridiagonal a b c N *ᵥ fun j => (tridiagonal a b c N)⁻¹ j s) ⟨j, hj⟩
        = (1 : Matrix (Fin (N + 1)) (Fin (N + 1)) K) ⟨j, hj⟩ s :=
      congrFun (congrFun (Matrix.mul_nonsing_inv _ hu) ⟨j, hj⟩) s
    rw [hx, Matrix.one_apply_ne (fun e => hne (congrArg Fin.val e))] at e
    exact (tridiagonal_mulVec a b c h0 ⟨j, hj⟩).symm.trans e
  constructor
  · obtain ⟨u, -, hG, row⟩ := col k
    have p0 := hp i (by omega)
    have e := forward_elimination a b c u i (fun j hj => hp j (by omega))
      (fun j hj => row j (by omega) (by omega))
    rw [row i (by omega) (by omega)] at e
    rw [hG i, hG k, hik]
    field_simp
    linear_combination -e
  · obtain ⟨u, h0, hG, row⟩ := col i
    have q0 := hq (i + 1) (by omega)
    have e := backward_elimination a b c h0 (i + 1) (by omega) (fun j _ hj => hq j hj)
      (fun j hj hj' => row j (by omega) (by omega))
    have r := row (i + 1) (by omega) (by omega)
    simp only [chainAction] at r
    rw [hG i, hG k, hik]
    field_simp
    linear_combination r - e

end SelectedInversion
```

```lean
#print axioms SelectedInversion.backwardPivot_step
#print axioms SelectedInversion.neighbour_entries
```

```
'SelectedInversion.backwardPivot_step' depends on axioms: [propext, Quot.sound]
'SelectedInversion.neighbour_entries' depends on axioms: [propext, Classical.choice, Quot.sound]
```

The theorems concern exact arithmetic in a field and are silent on operation counts and rounding errors. They treat scalar on-site terms; a chain with several orbitals per site has matrix-valued pivots, whose order in products matters. The pivot conditions are sufficient for invertibility but not necessary: the matrix with rows $(0,1)$ and $(1,0)$ is invertible although $p_0=0$.
